# Discrete Donolato reciprocity on a finite network with symmetric hopping and recombination at every node

Take two nodes, 0 and 1. Carriers recombine at rate 1 on each, hop between them at rate 1 in both directions, and leave through a contact at rate 1 from node 0 only. If light generates one carrier per unit time at node 1, the steady-state carrier numbers n₀ and n₁ satisfy

3n₀ − n₁ = 0
2n₁ − n₀ = 1

so n₀ = 1/5 and n₁ = 3/5. The contact collects 1 · n₀ = 1/5.

Now solve the same equations with the collection rates (1, 0) in place of the generation:

3u₀ − u₁ = 1
2u₁ − u₀ = 0

This gives u₀ = 2/5 and u₁ = 1/5. The value u₁ is the current just found for a source at node 1. The single solution u also handles other illuminations: for generation (2, 5) it predicts the current 2 · 2/5 + 5 · 1/5 = 9/5. Solving directly gives the carrier numbers (9/5, 17/5), and the contact again collects 9/5.

The mechanism is the symmetry of the coefficient matrix, whose off-diagonal entries are both −1. The problems below establish the relation for any finite network with symmetric hopping.

## The network and its operator

Node i has a recombination rate r_i, a collection rate b_i and hopping rates w_ij to the other nodes. For a real profile u on the nodes, define

(Au)_i = (r_i + b_i) u_i + Σ_j w_ij (u_i − u_j).

If n is the excess carrier number and g the generation rate, An = g says that generation at each node balances recombination, collection and net outflow. Write ⟨x,y⟩ = Σ_i x_i y_i. The collected current, in carriers per unit time, is ⟨b,n⟩.

The main theorem assumes w_ij = w_ji, w_ij ≥ 0, r_i > 0 and b_i ≥ 0. Symmetric rates describe hopping between equivalent nodes with no built-in field. Positive r_i means a finite carrier lifetime everywhere. The model is linear, as at low injection, and the carriers do not interact. Donolato's theorem concerns carrier diffusion in a continuous semiconductor with a collecting junction; here the network stays finite and no continuum limit is taken.

In Lean, the nodes form a finite type `ι`, profiles are functions `ι → ℝ`, and `⬝ᵥ` is the dot product. The operator A is `transport w r b`.

```lean
import Mathlib

open Matrix

namespace DiscreteDonolato

variable {ι : Type*} [Fintype ι]
```

Defining A as a linear map requires additivity and homogeneity. Both hold because each term of the formula is linear in u.

```lean
/-- The steady-state carrier operator: recombination at rate `r i`, collection by the contact at
rate `b i`, and exchange terms `w i j * (u i - u j)`, which describe hopping between nodes `i` and
`j` when `w` is symmetric. -/
def transport (w : ι → ι → ℝ) (r b : ι → ℝ) : (ι → ℝ) →ₗ[ℝ] (ι → ℝ) where
  toFun u i := (r i + b i) * u i + ∑ j, w i j * (u i - u j)
  map_add' u v := by
    ext i
    simp only [Pi.add_apply]
    have h : ∑ j, w i j * (u i + v i - (u j + v j))
        = ∑ j, w i j * (u i - u j) + ∑ j, w i j * (v i - v j) := by
      rw [← Finset.sum_add_distrib]
      exact Finset.sum_congr rfl fun j _ => by ring
    rw [h]
    ring
  map_smul' c u := by
    ext i
    simp only [Pi.smul_apply, smul_eq_mul, RingHom.id_apply]
    have h : ∑ j, w i j * (c * u i - c * u j) = c * ∑ j, w i j * (u i - u j) := by
      rw [Finset.mul_sum]
      exact Finset.sum_congr rfl fun j _ => by ring
    rw [h]
    ring
```

## (a) The balance at one node

**Task.** Write out the value of Au at node i.

**Solution.** It is the defining formula above, so Lean accepts `rfl` as the proof. A diagonal rate w_ii has no effect, since it multiplies u_i − u_i = 0.

```lean
variable {w : ι → ι → ℝ} {r b : ι → ℝ}

/-- The carrier balance at a single node, written out. -/
theorem transport_apply (w : ι → ι → ℝ) (r b u : ι → ℝ) (i : ι) :
    transport w r b u i = (r i + b i) * u i + ∑ j, w i j * (u i - u j) := rfl
```

## (b) A uniform density

**Task.** Find A1, where 1 is the profile equal to one at every node.

**Solution.** All differences vanish and no net hopping remains:

(A1)_i = r_i + b_i.

```lean
/-- A uniform unit density loses carriers only by recombination and collection. -/
theorem transport_one (w : ι → ι → ℝ) (r b : ι → ℝ) :
    transport w r b (fun _ => 1) = r + b := by
  ext i
  simp [transport_apply]
```

## (c) Non-negative generation gives non-negative density

**Task.** Let w_ij ≥ 0, r_i > 0 and b_i ≥ 0. Show that Au ≥ 0 at every node implies u ≥ 0 at every node, and that u_i > 0 wherever (Au)_i > 0.

**Solution.** Suppose some u_k is negative. Choose a node i where u is smallest, so u_i ≤ u_k < 0. Every difference u_i − u_j is at most zero, hence

Σ_j w_ij (u_i − u_j) ≤ 0 and (r_i + b_i) u_i < 0.

Adding these gives (Au)_i < 0, a contradiction.

For the strict statement, suppose (Au)_i > 0 but u_i = 0. Then

(Au)_i = −Σ_j w_ij u_j ≤ 0,

because all u_j are now known to be non-negative. This is again a contradiction.

`Finite.exists_min` supplies the lowest node, and `hs` is the sign of the hopping sum in each half of the proof.

```lean
/-- Minimum principle: non-negative generation produces a non-negative density, and the density
is strictly positive at each node where the generation is. -/
theorem density_nonneg (hw0 : ∀ i j, 0 ≤ w i j) (hr : ∀ i, 0 < r i) (hb : ∀ i, 0 ≤ b i)
    {u : ι → ℝ} (h : ∀ i, 0 ≤ transport w r b u i) :
    (∀ i, 0 ≤ u i) ∧ ∀ i, 0 < transport w r b u i → 0 < u i := by
  have hu : ∀ i, 0 ≤ u i := by
    intro k
    by_contra hk
    have : Nonempty ι := ⟨k⟩
    -- at the node of lowest density carriers can only flow in
    obtain ⟨i, hi⟩ := Finite.exists_min u
    have hneg : u i < 0 := (hi k).trans_lt (not_le.1 hk)
    have hs : ∑ j, w i j * (u i - u j) ≤ 0 := Finset.sum_nonpos fun j _ =>
      mul_nonpos_iff.2 (Or.inl ⟨hw0 i j, sub_nonpos.2 (hi j)⟩)
    have h1 : (r i + b i) * u i < 0 :=
      mul_neg_of_pos_of_neg (by linarith [hr i, hb i]) hneg
    have h2 := h i
    rw [transport_apply] at h2
    linarith
  refine ⟨hu, fun i hi => lt_of_le_of_ne (hu i) fun h0 => ?_⟩
  -- an empty node has no outflow, so it cannot balance a positive source
  have hs : ∑ j, w i j * (u i - u j) ≤ 0 := Finset.sum_nonpos fun j _ =>
    mul_nonpos_iff.2 (Or.inl ⟨hw0 i j, by linarith [hu j]⟩)
  rw [transport_apply, ← h0, mul_zero, zero_add, h0] at hi
  linarith
```

## (d) One steady state for each generation profile

**Task.** Under the same sign conditions, show that A is invertible.

**Solution.** Let Au = 0. Part (c) gives u ≥ 0. Since A(−u) = 0 as well, it also gives −u ≥ 0, so u = 0. A linear map with zero kernel is injective, and an injective linear map from a finite-dimensional space to itself is surjective.

That last step is `LinearMap.injective_iff_surjective`, and the existence of steady states turns on it. The lemma applies to a linear map from a finite-dimensional space to itself, which is why `transport` is defined as a linear map and not as a bare function. Mathlib finds the finite dimension of `ι → ℝ` from the finiteness of `ι`. No inverse matrix or determinant is needed: uniqueness, obtained from a sign argument, yields existence. In infinite dimensions this inference can fail. The map that shifts a sequence one place to the right and puts zero in front is injective but not surjective.

```lean
/-- Every generation profile has exactly one steady-state carrier density. -/
theorem transport_bijective (hw0 : ∀ i j, 0 ≤ w i j) (hr : ∀ i, 0 < r i)
    (hb : ∀ i, 0 ≤ b i) : Function.Bijective (transport w r b) := by
  have hinj : Function.Injective (transport w r b) := by
    refine (injective_iff_map_eq_zero (transport w r b)).2 fun u hu => ?_
    have h1 := (density_nonneg hw0 hr hb (u := u) (fun i => by simp [hu])).1
    have h2 := (density_nonneg hw0 hr hb (u := -u) (fun i => by simp [map_neg, hu])).1
    ext i
    have h3 := h2 i
    simp only [Pi.neg_apply] at h3
    change u i = 0
    exact le_antisymm (by linarith) (h1 i)
  exact ⟨hinj, LinearMap.injective_iff_surjective.1 hinj⟩
```

## (e) Symmetric hopping makes A self-adjoint

**Task.** Assuming only w_ij = w_ji, show that ⟨v,Au⟩ = ⟨Av,u⟩.

**Solution.** Expand both sides:

⟨v,Au⟩ = Σ_i (r_i + b_i) v_i u_i + Σ_i Σ_j w_ij v_i u_i − Σ_i Σ_j w_ij v_i u_j
⟨Av,u⟩ = Σ_i (r_i + b_i) v_i u_i + Σ_i Σ_j w_ij v_i u_i − Σ_i Σ_j w_ij v_j u_i

Only the last terms differ. Exchanging the names i and j, and then using w_ji = w_ij, turns one into the other.

In the proof, `key` is this exchange. The statement `e` records the difference between the two sides node by node, before summation.

```lean
/-- With symmetric hopping rates the carrier operator is self-adjoint. -/
theorem transport_symm (hw : ∀ i j, w i j = w j i) (v u : ι → ℝ) :
    v ⬝ᵥ transport w r b u = transport w r b v ⬝ᵥ u := by
  -- exchanging the two ends of every link
  have key : ∑ i, ∑ j, w i j * (v i * u j) = ∑ i, ∑ j, w i j * (v j * u i) := by
    rw [Finset.sum_comm]
    exact Finset.sum_congr rfl fun i _ => Finset.sum_congr rfl fun j _ => by rw [hw j i]
  have e : ∀ i, v i * transport w r b u i = transport w r b v i * u i
      + (∑ j, w i j * (v j * u i) - ∑ j, w i j * (v i * u j)) := by
    intro i
    have h : v i * ∑ j, w i j * (u i - u j) = (∑ j, w i j * (v i - v j)) * u i
        + (∑ j, w i j * (v j * u i) - ∑ j, w i j * (v i * u j)) := by
      rw [Finset.mul_sum, Finset.sum_mul, ← Finset.sum_sub_distrib, ← Finset.sum_add_distrib]
      exact Finset.sum_congr rfl fun j _ => by ring
    rw [transport_apply, transport_apply]
    linear_combination h
  simp only [dotProduct]
  rw [Finset.sum_congr rfl fun i _ => e i, Finset.sum_add_distrib, Finset.sum_sub_distrib,
    key, sub_self, add_zero]
```

## (f) Reciprocity and the collection probability

**Task.** Under all four assumptions, show that A is invertible, that any solution of Au = b satisfies 0 ≤ u_i < 1, and that An = g implies ⟨b,n⟩ = ⟨u,g⟩.

**Solution.** Invertibility is part (d). Since b ≥ 0, part (c) gives u ≥ 0. For the upper bound, use part (b):

A(1 − u) = (r + b) − b = r.

Every r_i is positive, so the strict half of part (c) gives 1 − u_i > 0. Finally, by part (e),

⟨b,n⟩ = ⟨Au,n⟩ = ⟨u,An⟩ = ⟨u,g⟩.

The value u_i can be read as the probability that a carrier generated at node i is collected. It stays below one because recombination always competes with the contact. For simulation of a linear network of this kind, one solve for u replaces a separate solve for each illumination when only the collected current is wanted.

The Lean statement first gives bijectivity, then the bounds and reciprocity for every `u` with `transport w r b u = b`. Bijectivity ensures that there is exactly one such `u`. The identity `hd` is the equation for 1 − u, and the closing `rw` carries out the chain of equalities. The profile `g` may have any sign.

```lean
/-- Discrete Donolato reciprocity theorem: the carrier operator is invertible, the solution `u`
of `A u = b` lies in `[0, 1)`, and the current collected under any generation `g` is the sum of
`g` weighted by `u`. -/
theorem donolato_reciprocity (hw : ∀ i j, w i j = w j i) (hw0 : ∀ i j, 0 ≤ w i j)
    (hr : ∀ i, 0 < r i) (hb : ∀ i, 0 ≤ b i) :
    Function.Bijective (transport w r b) ∧
    ∀ u, transport w r b u = b →
      (∀ i, 0 ≤ u i ∧ u i < 1) ∧
      ∀ n g, transport w r b n = g → b ⬝ᵥ n = u ⬝ᵥ g := by
  refine ⟨transport_bijective hw0 hr hb, fun u hu => ⟨fun i => ⟨?_, ?_⟩, ?_⟩⟩
  · exact (density_nonneg hw0 hr hb (fun i => by rw [hu]; exact hb i)).1 i
  · -- the deficit `1 - u` is driven by the recombination rates
    have hd : transport w r b ((fun _ => 1) - u) = r := by
      rw [map_sub, transport_one, hu, add_sub_cancel_right]
    have h := (density_nonneg hw0 hr hb (fun i => by rw [hd]; exact (hr i).le)).2 i
      (by rw [hd]; exact hr i)
    simp only [Pi.sub_apply] at h
    linarith
  · intro n g hn
    rw [← hn, transport_symm hw, hu]
```

## (g) A source at a single node

**Task.** Let the generation be 1 at node k and 0 elsewhere. Find the collected current.

**Solution.** Reciprocity leaves one term of the sum:

⟨b,n⟩ = Σ_i u_i g_i = u_k.

Scanning a point source across the nodes therefore maps out u. The point source is `Pi.single k 1`. The theorem takes solutions u and n as given and needs only symmetric hopping.

```lean
/-- The current collected from a unit point source at node `k` equals `u k`. -/
theorem point_source_current [DecidableEq ι] (hw : ∀ i j, w i j = w j i) {u n : ι → ℝ}
    (hu : transport w r b u = b) {k : ι} (hn : transport w r b n = Pi.single k 1) :
    b ⬝ᵥ n = u k := by
  have h := transport_symm (r := r) (b := b) hw u n
  rw [hu, hn] at h
  rw [← h]
  simp [dotProduct, Pi.single_apply]
```

## (h) Where the generated carriers go

**Task.** For symmetric w and An = g, show that total generation equals recombination plus collection.

**Solution.** Take v = 1 in part (e) and use part (b):

Σ_i g_i = ⟨1,An⟩ = ⟨A1,n⟩ = ⟨r,n⟩ + ⟨b,n⟩.

In the opening example with a source at node 1, recombination takes 1/5 + 3/5 = 4/5 and the contact takes 1/5, which add up to the one carrier generated.

```lean
/-- Total generation equals total recombination plus the collected current. -/
theorem carrier_balance (hw : ∀ i j, w i j = w j i) {n g : ι → ℝ}
    (hn : transport w r b n = g) : ∑ i, g i = r ⬝ᵥ n + b ⬝ᵥ n := by
  have h := transport_symm (r := r) (b := b) hw (fun _ => 1) n
  rw [transport_one, hn, add_dotProduct] at h
  rw [← h]
  simp [dotProduct]
```

## (i) Some carriers are always lost

**Task.** Under the four assumptions of part (f), let g ≥ 0 with g_k > 0 at some node k. Show that the collected current is non-negative and strictly less than the total generation.

**Solution.** Let u solve Au = b. The current is Σ_i u_i g_i, a sum of non-negative terms. The shortfall is

Σ_i g_i − Σ_i u_i g_i = Σ_i (1 − u_i) g_i ≥ (1 − u_k) g_k > 0.

Lean obtains u from surjectivity and compares the two sums term by term with `Finset.sum_lt_sum`, using node k for the strict inequality.

```lean
/-- Under non-negative generation that is positive somewhere, the collected current is
non-negative and strictly smaller than the total generation. -/
theorem collected_lt_generated (hw : ∀ i j, w i j = w j i) (hw0 : ∀ i j, 0 ≤ w i j)
    (hr : ∀ i, 0 < r i) (hb : ∀ i, 0 ≤ b i) {n g : ι → ℝ} (hn : transport w r b n = g)
    (hg : ∀ i, 0 ≤ g i) (hpos : ∃ k, 0 < g k) :
    0 ≤ b ⬝ᵥ n ∧ b ⬝ᵥ n < ∑ i, g i := by
  obtain ⟨hbij, hall⟩ := donolato_reciprocity hw hw0 hr hb
  obtain ⟨u, hu⟩ := hbij.2 b
  obtain ⟨hu01, hrec⟩ := hall u hu
  obtain ⟨k, hk⟩ := hpos
  rw [hrec n g hn]
  simp only [dotProduct]
  refine ⟨Finset.sum_nonneg fun i _ => mul_nonneg (hu01 i).1 (hg i), ?_⟩
  refine Finset.sum_lt_sum (fun i _ => ?_) ⟨k, Finset.mem_univ k, ?_⟩
  · nlinarith [hg i, (hu01 i).2]
  · nlinarith [(hu01 k).2]
```

## (j) A link that appears in only one balance

**Task.** Return to the two-node example but set w₀₁ = 1 and w₁₀ = 0. Show that reciprocity fails.

**Solution.** With r = (1, 1) and b = (1, 0), the operator becomes

(Au)₀ = 3u₀ − u₁
(Au)₁ = u₁

The solution of Au = b is u = (1/3, 0). For g = (0, 1), the solution of An = g is n = (1/3, 1). The two sides of the relation are

⟨b,n⟩ = 1/3 and ⟨u,g⟩ = 0.

The theorem's name calls this one-way hopping, but the asymmetry is cruder than a directed hop. The link enters the balance of node 0 and not that of node 1, so carriers are not conserved: recombination and collection total 5/3 for a generation of 1. The example shows that the symmetry assumption matters for this operator. With two nodes, a carrier-conserving model of directed hopping would need a different operator.

In Lean, vectors and the rate table are written with `![...]`. The first two claims verify the solutions u and n, and the third states that the two dot products differ.

```lean
/-- For two nodes with `w 0 1 = 1` and `w 1 0 = 0`, explicit solutions of `A u = b` and `A n = g`
violate the reciprocity relation. -/
theorem one_way_hopping_breaks_reciprocity :
    transport ![![0, 1], ![0, 0]] ![1, 1] ![1, 0] ![1 / 3, 0] = ![1, 0] ∧
    transport ![![0, 1], ![0, 0]] ![1, 1] ![1, 0] ![1 / 3, 1] = ![0, 1] ∧
    (![1, 0] : Fin 2 → ℝ) ⬝ᵥ ![1 / 3, 1] ≠ ![1 / 3, 0] ⬝ᵥ ![0, 1] := by
  refine ⟨?_, ?_, ?_⟩
  · ext i
    fin_cases i <;> simp [transport_apply, Fin.sum_univ_two]
    norm_num
  · ext i
    fin_cases i <;> simp [transport_apply, Fin.sum_univ_two]
    norm_num
  · simp [dotProduct, Fin.sum_univ_two]

end DiscreteDonolato
```

```lean
#print axioms DiscreteDonolato.donolato_reciprocity
#print axioms DiscreteDonolato.carrier_balance
#print axioms DiscreteDonolato.collected_lt_generated
#print axioms DiscreteDonolato.one_way_hopping_breaks_reciprocity
```

```
'DiscreteDonolato.donolato_reciprocity' depends on axioms: [propext, Classical.choice, Quot.sound]
'DiscreteDonolato.carrier_balance' depends on axioms: [propext, Classical.choice, Quot.sound]
'DiscreteDonolato.collected_lt_generated' depends on axioms: [propext, Classical.choice, Quot.sound]
'DiscreteDonolato.one_way_hopping_breaks_reciprocity' depends on axioms: [propext, Classical.choice, Quot.sound]
```
